# In one dimension, nonzero bare transmission amplitudes from left and right are equal exactly when the two lead levels are equal

A single particle on a line meets a real potential that joins a left lead of constant level `a` to a right lead of level `b`, at an energy `E` above both. One solution has a wave of amplitude 1 coming in from the left and transmitted amplitude `t`, assumed nonzero; the other, at the same energy, has a wave of amplitude 1 coming in from the right and transmitted amplitude `t'`. The theorem `amplitudes_eq_iff` states that `t = t'` if and only if `a = b`, where the amplitudes are the bare coefficients of the plane waves, not rescaled to unit flux. The attempt first derives `h`, which says that `t` times the right wave number equals `t'` times the left one, from the bilinear relation `amplitude_relation`. It then cancels `t` to get equal wave numbers and hence equal levels, or, for the converse, cancels the common wave number.

The failing Lean file:

```lean
import Mathlib

open Complex (I)
open scoped Topology

namespace AmplitudesEqIff

noncomputable section

/-- The stationary Schrödinger equation `u'' = (V - E) u` on the whole line, for a real
potential `V` and a real energy `E`. -/
def Solves (V : ℝ → ℝ) (E : ℝ) (u : ℝ → ℂ) : Prop :=
  ∀ x, HasDerivAt u (deriv u x) x ∧ HasDerivAt (deriv u) (((V x : ℂ) - E) * u x) x

/-- The wave number at energy `E` in a lead of constant potential `a`, for `a ≤ E`. -/
def waveNumber (E a : ℝ) : ℝ := Real.sqrt (E - a)

/-- For `k > 0`, a right-moving plane wave of amplitude `A` plus a left-moving one of amplitude `B`.
-/
def wave (k : ℝ) (A B : ℂ) (x : ℝ) : ℂ :=
  A * Complex.exp (I * k * x) + B * Complex.exp (-(I * k) * x)

/-- For an energy above both lead levels, a solution with right- and left-moving amplitudes `A`, `B`
in the left lead `x ≤ 0` (level `a`) and `C`, `D` in the right lead `x ≥ L` (level `b`). -/
structure IsScattering (V : ℝ → ℝ) (E a b L : ℝ) (u : ℝ → ℂ) (A B C D : ℂ) : Prop where
  solves : Solves V E u
  left : ∀ x ≤ 0, u x = wave (waveNumber E a) A B x
  right : ∀ x ≥ L, u x = wave (waveNumber E b) C D x

/-- The Wronskian `u v' - u' v` of two wave functions. -/
def wronskian (u v : ℝ → ℂ) (x : ℝ) : ℂ := u x * deriv v x - deriv u x * v x

/-- A quantity with zero derivative throughout an interval has the same value at any two of
its points. -/
theorem const_on {f : ℝ → ℂ} {s : Set ℝ} (hs : Convex ℝ s)
    (h : ∀ x ∈ s, HasDerivAt f 0 x) {x y : ℝ} (hx : x ∈ s) (hy : y ∈ s) : f y = f x := by
  have h0 := hs.norm_image_sub_le_of_norm_hasDerivWithin_le (f' := fun _ => 0) (C := 0)
    (fun z hz => (h z hz).hasDerivWithinAt) (by simp) hx hy
  exact sub_eq_zero.mp (norm_le_zero_iff.mp (h0.trans_eq (zero_mul _)))

/-- The exponential `exp (c x)` has derivative `c exp (c x)` along the real line. -/
theorem hasDerivAt_expc (c : ℂ) (x : ℝ) :
    HasDerivAt (fun y : ℝ => Complex.exp (c * y)) (c * Complex.exp (c * x)) x := by
  have h : HasDerivAt (fun z : ℂ => Complex.exp (c * z)) (c * Complex.exp (c * x)) (x : ℂ) :=
    ((hasDerivAt_id' (x : ℂ)).const_mul c).cexp.congr_deriv (by ring)
  exact h.comp_ofReal

/-- The Wronskian of two solutions at the same energy is the same at all positions. -/
theorem wronskian_const {V : ℝ → ℝ} {E : ℝ} {u v : ℝ → ℂ} (hu : Solves V E u)
    (hv : Solves V E v) (x y : ℝ) : wronskian u v y = wronskian u v x := by
  refine const_on convex_univ (fun z _ => ?_) (Set.mem_univ x) (Set.mem_univ y)
  exact (((hu z).1.fun_mul (hv z).2).fun_sub ((hu z).2.fun_mul (hv z).1)).congr_deriv (by ring)

/-- If two functions are sums of plane waves with the same wave number `k` throughout a
neighbourhood of a point, their Wronskian at that point is `2ik (BC - AD)`. -/
theorem wronskian_wave {k x : ℝ} {u v : ℝ → ℂ} {A B C D : ℂ} {s : Set ℝ} (hs : s ∈ 𝓝 x)
    (hu : ∀ y ∈ s, u y = wave k A B y) (hv : ∀ y ∈ s, v y = wave k C D y) :
    wronskian u v x = 2 * I * k * (B * C - A * D) := by
  have d : ∀ (w : ℝ → ℂ) (F G : ℂ), (∀ y ∈ s, w y = wave k F G y) →
      deriv w x = I * k * (F * Complex.exp (I * k * x) - G * Complex.exp (-(I * k) * x)) := by
    intro w F G hw
    have e : w =ᶠ[𝓝 x] wave k F G := Filter.eventually_of_mem hs hw
    have h : HasDerivAt (wave k F G) _ x :=
      ((hasDerivAt_expc (I * k) x).const_mul F).fun_add
        ((hasDerivAt_expc (-(I * k)) x).const_mul G)
    rw [e.deriv_eq, h.deriv]
    ring
  have he : Complex.exp (I * k * x) * Complex.exp (-(I * k) * x) = 1 := by
    rw [← Complex.exp_add]; simp
  have hx := mem_of_mem_nhds hs
  rw [wronskian, d u A B hu, d v C D hv, hu x hx, hv x hx]
  simp only [wave]
  linear_combination 2 * I * k * (B * C - A * D) * he

/-- The amplitudes of two scattering solutions at the same energy obey a bilinear relation that
links the two leads, each lead weighted by its wave number. -/
theorem amplitude_relation {V : ℝ → ℝ} {E a b L : ℝ} {u v : ℝ → ℂ} {A B C D A' B' C' D' : ℂ}
    (hu : IsScattering V E a b L u A B C D) (hv : IsScattering V E a b L v A' B' C' D') :
    (waveNumber E a : ℂ) * (B * A' - A * B') = waveNumber E b * (D * C' - C * D') := by
  have h := wronskian_const hu.solves hv.solves (L + 1) (-1)
  rw [wronskian_wave (Iic_mem_nhds (by norm_num : (-1 : ℝ) < 0)) hu.left hv.left,
    wronskian_wave (Ici_mem_nhds (by linarith : L < L + 1)) hu.right hv.right] at h
  refine mul_left_cancel₀ (mul_ne_zero two_ne_zero Complex.I_ne_zero : (2 : ℂ) * I ≠ 0) ?_
  linear_combination h

/-- For an energy above both lead levels and a nonzero transmitted amplitude `t`, the bare
amplitudes `t` and `t'` of the two directions are equal exactly when the lead levels are equal. -/
theorem amplitudes_eq_iff {V : ℝ → ℝ} {E a b L : ℝ} {u v : ℝ → ℂ} {r t r' t' : ℂ}
    (ha : a < E) (hb : b < E) (ht : t ≠ 0) (hu : IsScattering V E a b L u 1 r t 0)
    (hv : IsScattering V E a b L v 0 t' r' 1) : t = t' ↔ a = b := by
  have h : (waveNumber E b : ℂ) * t = waveNumber E a * t' := by
    linear_combination -amplitude_relation hu hv
  constructor
  · intro e
    rw [← e] at h
    have hkq : waveNumber E b = waveNumber E a := Complex.ofReal_injective (mul_right_cancel₀ ht h)
    have h1 : waveNumber E a ^ 2 = E - a := Real.sq_sqrt (sub_pos.mpr ha).le
    have h2 : waveNumber E b ^ 2 = E - b := Real.sq_sqrt (sub_pos.mpr hb).le
    rw [hkq] at h2
    linarith
  · intro e
    have hq : 0 < waveNumber E b := Real.sqrt_pos.mpr (sub_pos.mpr hb)
    rw [e] at h
    exact mul_left_cancel₀ (Complex.ofReal_ne_zero.mpr hq.ne') h

end

end AmplitudesEqIff
```

Compiling this gives:

```
Main.lean:92:4: error: ring failed, ring expressions not equal
V : ℝ → ℝ
E a b L : ℝ
u v : ℝ → ℂ
r t r' t' : ℂ
ha : a < E
hb : b < E
ht : t ≠ 0
hu : IsScattering V E a b L u 1 r t 0
hv : IsScattering V E a b L v 0 t' r' 1
⊢ ↑(waveNumber E b) * t * 2 - ↑(waveNumber E a) * t' * 2 = 0
```

Cause. The error is a wrong sign in the proof of `h`. Write p for `waveNumber E a` and q for `waveNumber E b`. With the amplitudes of these two solutions put in, `amplitude_relation hu hv` says -p t' = -q t, whose left side minus right side is q t - p t'. The goal q t = p t' has the same difference.

`linear_combination` subtracts the difference of the supplied combination from that of the goal, and `ring1` must then show that the result is zero. The minus sign before `amplitude_relation` turns this subtraction into an addition, so the two differences double instead of cancelling. That is the 2 q t - 2 p t' left in the message, which `ring1` can't prove to be zero, since it doesn't follow from algebra alone.

The diff removes the minus sign. The differences then cancel exactly, and `h` is proved.

As a diff, the version that Lean accepts:

```diff
@@ -90,5 +90,5 @@
     (hv : IsScattering V E a b L v 0 t' r' 1) : t = t' ↔ a = b := by
   have h : (waveNumber E b : ℂ) * t = waveNumber E a * t' := by
-    linear_combination -amplitude_relation hu hv
+    linear_combination amplitude_relation hu hv
   constructor
   · intro e
```
